# For finitely many atoms on distinct sites with constant scattering factors, $F(-h)=\overline{F(h)}$ at every $h$ exactly when the factors are real

Take two atoms in a one-dimensional cell, one at position $0$ with scattering factor $1$ and one at position $1/4$ with scattering factor $i$. At $h=1$ the second atom contributes $i\cdot i=-1$ and the sum is $0$. At $h=-1$ it contributes $i\cdot(-i)=1$ and the sum is $2$. So one reflection is absent, and its partner has $|F(-1)|^2=4$.

With real factors this could not happen, because Friedel's law says that $F(-h)$ is the complex conjugate of $F(h)$, where

$$F(h)=\sum_j f_j\,e^{2\pi i\,h\cdot x_j}.$$

I would like to see the law and this example made rigorous and machine-checked. I would also like to know whether real factors are merely sufficient, or whether the law forces them.

## Reversing the index conjugates the wave but not the factor

In the example, going from $h=1$ to $h=-1$ turns the plane wave at $1/4$ from $i$ into $-i$, its conjugate. The factor $i$ stays as it was. The product is therefore not conjugated, and the two atoms interfere destructively in one case and constructively in the other.

In general, let $h$ be a vector of integers, the reflection index, and let $x_j$ be the vector of fractional coordinates of atom $j$, with $h\cdot x=\sum_k h_k x_k$. Write $w_h(x)=e^{2\pi i\,h\cdot x}$. Since $(-h)\cdot x=-(h\cdot x)$ is real,

$$w_{-h}(x)=e^{-2\pi i\,h\cdot x}=\overline{w_h(x)}.$$

If every $f_j$ is real, then $f_j=\overline{f_j}$, and

$$F(-h)=\sum_j f_j\,\overline{w_h(x_j)}=\sum_j\overline{f_j\,w_h(x_j)}=\overline{F(h)}.$$

This is Friedel's law. It holds wherever the atoms sit, and taking absolute values gives $|F(-h)|^2=|F(h)|^2$.

## The law at every reflection forces real factors

For the converse, suppose that $F(-h)=\overline{F(h)}$ for all $h$. Put $g_j=f_j-\overline{f_j}$, which is $2i$ times the imaginary part of $f_j$, and let $G$ be the structure factor built from the $g_j$ on the same sites. Because $w_h=\overline{w_{-h}}$,

$$G(h)=\sum_j f_j\,w_h(x_j)-\sum_j\overline{f_j\,w_{-h}(x_j)}=F(h)-\overline{F(-h)}=0.$$

It remains to show that a structure factor vanishing at every $h$ has only zero factors. This needs the sites to be distinct modulo the lattice. Two atoms on the same site with factors $i$ and $-i$ give $F=0$ everywhere, so they satisfy the law although their factors are not real. This example is purely mathematical, since opposite imaginary parts would make one of the atoms amplify the wave instead of absorbing it.

Write $\chi_j(h)=w_h(x_j)$. Addition of exponents gives $\chi_j(h+h')=\chi_j(h)\chi_j(h')$, and $\chi_j(0)=1$. If $\chi_j=\chi_k$, evaluate both at the index that has $1$ in coordinate $m$ and $0$ elsewhere. Then $e^{2\pi i\,x_{j,m}}=e^{2\pi i\,x_{k,m}}$, so $x_{j,m}-x_{k,m}$ is an integer. This holds for every coordinate $m$, so the two sites agree modulo the lattice and $j=k$. Distinct sites therefore give distinct functions $\chi_j$.

Now suppose that there is a relation $\sum_j g_j\chi_j(h)=0$, valid for all $h$, in which some coefficient is nonzero. Among all such relations choose one with the fewest nonzero coefficients.

- If only $g_p$ is nonzero, setting $h=0$ gives $g_p=0$, a contradiction.
- Otherwise $g_p$ and $g_q$ are nonzero for some $p\neq q$, and there is an $h'$ with $\chi_p(h')\neq\chi_q(h')$. Replace $h$ by $h+h'$ in the relation and subtract $\chi_p(h')$ times the original:

$$\sum_j g_j\bigl(\chi_j(h')-\chi_p(h')\bigr)\chi_j(h)=0.$$

The term $j=p$ has gone, the term $j=q$ has not, and no new term has appeared. This is a shorter relation with a nonzero coefficient, again a contradiction.

Hence all $g_j$ vanish, which means that all $f_j$ are real.

## Real factors give a real density map

Let $S$ be a finite set of indices that contains $-h$ whenever it contains $h$, and form the Fourier synthesis

$$\rho_S(r)=\sum_{h\in S}F(h)\,e^{-2\pi i\,h\cdot r}.$$

For real factors, conjugation and the substitution $h\to-h$ give

$$\overline{\rho_S(r)}=\sum_{h\in S}F(-h)\,e^{2\pi i\,h\cdot r}=\sum_{h\in S}F(h)\,e^{-2\pi i\,h\cdot r}=\rho_S(r),$$

so the truncated map is real at every point. The Fourier coefficients of any real density have the same symmetry, so a plane-wave code can store about half of them and recover the rest by conjugation.

## How the Lean statements describe the crystal

The finite type `ι` labels the coordinates and the finite type `α` labels the atoms, so the dimension and the number of atoms are arbitrary. An index is a function `h : ι → ℤ`, and the positions are `x : α → ι → ℝ`. Since the coordinates are fractional, `hdot` needs no metric, and the cell may have any shape.

`wave` fixes the sign convention $e^{+2\pi i\,h\cdot x}$. `structureFactor` is the sum $F(h)$ with complex factors `f : α → ℂ`. `synthesis` uses the opposite sign in the exponent, through `wave (-h) r`, and carries no division by the cell volume.

The condition `(f j).im = 0` says that the factor of atom $j$ is real. Physically it stands for scattering without the absorptive, anomalous contribution that becomes appreciable near an absorption edge. The pure $i$ of the example exaggerates that contribution to keep the arithmetic short.

`DistinctSites x` says that two atoms whose coordinates all differ by integers are the same atom. It is a hypothesis of `friedel_iff_real`, but not of `friedel_law` or `synthesis_real`.

The equivalence concerns complex amplitudes at all reflections, whereas a diffraction experiment in the single-scattering picture measures $|F(h)|^2$. Equal intensities do not imply real factors: a single atom at the origin with factor $i$ has $|F(h)|=1$ for every $h$, although $F(-h)=i$ differs from $\overline{F(h)}=-i$. The two-atom example is therefore stated for squared absolute values, where the failure is visible in the intensities themselves.

```lean
import Mathlib

open scoped ComplexConjugate

namespace FriedelLaw

noncomputable section

variable {ι α : Type*} [Fintype ι] [Fintype α]

/-- The product h·x of an integer reflection index with fractional coordinates. -/
def hdot (h : ι → ℤ) (x : ι → ℝ) : ℝ := ∑ k, (h k : ℝ) * x k

/-- The plane wave exp(2πi h·x). -/
def wave (h : ι → ℤ) (x : ι → ℝ) : ℂ :=
  Complex.exp (2 * Real.pi * Complex.I * (hdot h x : ℂ))

/-- The structure factor F(h) of atoms with scattering factors `f j` at positions `x j`. -/
def structureFactor (f : α → ℂ) (x : α → ι → ℝ) (h : ι → ℤ) : ℂ :=
  ∑ j, f j * wave h (x j)

/-- No two different atoms sit at positions that differ by a lattice vector. -/
def DistinctSites (x : α → ι → ℝ) : Prop :=
  ∀ j k, (∀ i, ∃ n : ℤ, x j i - x k i = n) → j = k

/-- The Fourier synthesis at the point `r` from the structure factors with index in `S`. -/
def synthesis (f : α → ℂ) (x : α → ι → ℝ) (S : Finset (ι → ℤ)) (r : ι → ℝ) : ℂ :=
  ∑ h ∈ S, structureFactor f x h * wave (-h) r

/-- Reversing the reflection index conjugates the plane wave. -/
theorem wave_neg (h : ι → ℤ) (x : ι → ℝ) : wave (-h) x = conj (wave h x) := by
  have hd : hdot (-h) x = -hdot h x := by simp [hdot]
  rw [wave, wave, ← Complex.exp_conj, hd]
  have h2 : conj (2 : ℂ) = 2 := Complex.conj_eq_iff_im.2 (by norm_num)
  congr 1
  simp only [map_mul, h2, Complex.conj_ofReal, Complex.conj_I, Complex.ofReal_neg]
  ring

/-- Plane waves multiply when their reflection indices are added. -/
theorem wave_add (h h' : ι → ℤ) (x : ι → ℝ) :
    wave (h + h') x = wave h x * wave h' x := by
  have hd : hdot (h + h') x = hdot h x + hdot h' x := by
    simp [hdot, add_mul, Finset.sum_add_distrib]
  simp only [wave, hd]
  rw [← Complex.exp_add]
  congr 1
  push_cast
  ring

/-- Friedel's law: for real scattering factors, F(-h) is the complex conjugate of F(h). -/
theorem friedel_law {f : α → ℂ} (hf : ∀ j, (f j).im = 0) (x : α → ι → ℝ) (h : ι → ℤ) :
    structureFactor f x (-h) = conj (structureFactor f x h) := by
  simp only [structureFactor, map_sum, map_mul, wave_neg]
  refine Finset.sum_congr rfl fun j _ => ?_
  rw [Complex.conj_eq_iff_im.2 (hf j)]

/-- If atoms on distinct sites have a structure factor that vanishes at every reflection,
then all their scattering factors are zero. -/
theorem factors_eq_zero {g : α → ℂ} {x : α → ι → ℝ} (hx : DistinctSites x)
    (hF : ∀ h, structureFactor g x h = 0) : ∀ j, g j = 0 := by
  classical
  -- each site defines a character of the group of reflection indices
  let χ : α → (Multiplicative (ι → ℤ) →* ℂ) := fun j =>
    { toFun := fun h => wave h.toAdd (x j)
      map_one' := by simp [wave, hdot]
      map_mul' := fun a b => wave_add a.toAdd b.toAdd (x j) }
  -- distinct sites give distinct characters
  have hχ : Function.Injective χ := by
    intro j k hjk
    apply hx
    intro i
    have h1 : wave (Pi.single i 1) (x j) = wave (Pi.single i 1) (x k) :=
      DFunLike.congr_fun hjk (Multiplicative.ofAdd (Pi.single i 1))
    have hs : ∀ y : ι → ℝ, hdot (Pi.single i 1) y = y i := by
      intro y
      simp [hdot, Pi.single_apply]
    simp only [wave, hs] at h1
    obtain ⟨n, hn⟩ := Complex.exp_eq_exp_iff_exists_int.1 h1
    refine ⟨n, ?_⟩
    have h2 : (x j i : ℂ) - (x k i : ℂ) = (n : ℂ) :=
      mul_left_cancel₀ Complex.two_pi_I_ne_zero (by linear_combination hn)
    exact_mod_cast h2
  -- distinct characters are linearly independent
  have li := (linearIndependent_monoidHom (Multiplicative (ι → ℤ)) ℂ).comp χ hχ
  refine Fintype.linearIndependent_iff.1 li g ?_
  funext h
  rw [Finset.sum_apply]
  exact hF h.toAdd

/-- For atoms on distinct sites, F(-h) is the conjugate of F(h) at every reflection
if and only if all scattering factors are real. -/
theorem friedel_iff_real {f : α → ℂ} {x : α → ι → ℝ} (hx : DistinctSites x) :
    (∀ h, structureFactor f x (-h) = conj (structureFactor f x h)) ↔
      ∀ j, (f j).im = 0 := by
  refine ⟨fun H j => ?_, fun hf h => friedel_law hf x h⟩
  -- the structure factor of f - conj f measures the violation of Friedel's law
  have e : ∀ h, structureFactor (fun j => f j - conj (f j)) x h
      = structureFactor f x h - conj (structureFactor f x (-h)) := by
    intro h
    simp only [structureFactor, map_sum, map_mul, wave_neg, Complex.conj_conj, sub_mul,
      Finset.sum_sub_distrib]
  have h0 : f j - conj (f j) = 0 :=
    factors_eq_zero (g := fun j => f j - conj (f j)) hx
      (fun h => by rw [e, H h, Complex.conj_conj, sub_self]) j
  exact Complex.conj_eq_iff_im.1 (sub_eq_zero.1 h0).symm

/-- For real scattering factors, a Fourier synthesis over a finite set of reflections that
contains -h along with each h is real at every point. -/
theorem synthesis_real {f : α → ℂ} (hf : ∀ j, (f j).im = 0) (x : α → ι → ℝ)
    {S : Finset (ι → ℤ)} (hS : ∀ h ∈ S, -h ∈ S) (r : ι → ℝ) :
    (synthesis f x S r).im = 0 := by
  rw [← Complex.conj_eq_iff_im, synthesis, map_sum]
  -- conjugation exchanges the terms of h and -h
  refine Finset.sum_nbij' Neg.neg Neg.neg hS hS (fun h _ => neg_neg h)
    (fun h _ => neg_neg h) ?_
  intro h _
  have key : conj (structureFactor f x h * wave (-h) r)
      = structureFactor f x (-h) * wave (-(-h)) r := by
    rw [map_mul, friedel_law hf x h, wave_neg (-h) r]
  exact key

/-- In one dimension, scattering factors 1 and i at positions 0 and 1/4 give
|F(1)|² = 0 and |F(-1)|² = 4. -/
theorem friedel_fails_for_complex_factors :
    ‖structureFactor ![1, Complex.I] ![![0], ![1 / 4]] (![1] : Fin 1 → ℤ)‖ ^ 2 = 0 ∧
    ‖structureFactor ![1, Complex.I] ![![0], ![1 / 4]] (-![1] : Fin 1 → ℤ)‖ ^ 2 = 4 := by
  have w0 : ∀ h : Fin 1 → ℤ, wave h ![0] = 1 := by
    intro h
    simp [wave, hdot]
  -- a quarter of a period gives the phase factor i
  have w1 : wave (![1] : Fin 1 → ℤ) ![1 / 4] = Complex.I := by
    have hd : hdot (![1] : Fin 1 → ℤ) ![1 / 4] = 1 / 4 := by simp [hdot]
    have ha : 2 * (Real.pi : ℂ) * Complex.I * ((1 / 4 : ℝ) : ℂ)
        = (Real.pi : ℂ) / 2 * Complex.I := by
      push_cast
      ring
    rw [wave, hd, ha, Complex.exp_mul_I, Complex.cos_pi_div_two, Complex.sin_pi_div_two]
    ring
  have hF : ∀ h : Fin 1 → ℤ, structureFactor ![1, Complex.I] ![![0], ![1 / 4]] h
      = 1 + Complex.I * wave h ![1 / 4] := by
    intro h
    rw [structureFactor, Fin.sum_univ_two]
    change 1 * wave h ![0] + Complex.I * wave h ![1 / 4] = _
    rw [w0, one_mul]
  constructor
  · rw [hF, w1, Complex.I_mul_I]
    norm_num
  · have h2 : 1 + Complex.I * -Complex.I = 2 := by
      linear_combination -Complex.I_mul_I
    rw [hF, wave_neg, w1, Complex.conj_I, h2]
    norm_num

end

end FriedelLaw
```

```lean
#print axioms FriedelLaw.friedel_iff_real
#print axioms FriedelLaw.synthesis_real
#print axioms FriedelLaw.friedel_fails_for_complex_factors
```

```
'FriedelLaw.friedel_iff_real' depends on axioms: [propext, Classical.choice, Quot.sound]
'FriedelLaw.synthesis_real' depends on axioms: [propext, Classical.choice, Quot.sound]
'FriedelLaw.friedel_fails_for_complex_factors' depends on axioms: [propext, Classical.choice, Quot.sound]
```

## How the Lean proof follows the calculation

`wave_neg` proves $w_{-h}=\overline{w_h}$. It first shows that `hdot` changes sign, then uses `Complex.exp_conj` to move the conjugation into the exponent, where $2$, $\pi$ and $h\cdot x$ are unchanged and $i$ becomes $-i$. `wave_add` is the addition of exponents, by `Complex.exp_add`.

`friedel_law` distributes the conjugation over the sum and the products and rewrites the reversed wave. The two sums are then compared atom by atom, and the only difference left is $f_j$ against $\overline{f_j}$, which `hf j` settles.

`factors_eq_zero` contains the independence argument. Each site gives a homomorphism `χ j` from the index group to the complex numbers, with `wave_add` supplying the product rule. The wrapper `Multiplicative` only writes the addition of indices as a product, as Mathlib's notion of character expects.

The step `hχ` shows that distinct sites give distinct characters. It evaluates at `Pi.single i 1`, the index with a single $1$, and `Complex.exp_eq_exp_iff_exists_int` turns the equality of exponentials into exponents that differ by $2\pi i\,n$. Cancelling $2\pi i$ leaves the integer difference that `DistinctSites` asks for. The shortest-relation argument is not repeated in the file: Mathlib's `linearIndependent_monoidHom` provides the independence of distinct characters, and `Fintype.linearIndependent_iff` converts it into the vanishing of every coefficient.

In `friedel_iff_real`, one direction is `friedel_law`. For the other, the identity `e` is $G(h)=F(h)-\overline{F(-h)}$. The assumed law `H h` makes the right-hand side zero, `factors_eq_zero` gives $f_j-\overline{f_j}=0$, and the last line reads this as a vanishing imaginary part.

`synthesis_real` shows that the sum equals its own conjugate. `Finset.sum_nbij'` performs the substitution $h\to-h$, with negation as its own inverse and `hS` ensuring that it stays inside $S$. The equation `key` matches the conjugated term at $h$ with the original term at $-h$.

The last theorem evaluates the example. `w0` says that the wave at position $0$ is $1$, `w1` that the wave with index $1$ at position $1/4$ is $e^{i\pi/2}=i$, and `hF` reduces the structure factor to $1+i\,w_h(1/4)$. The first value is then $1+i\cdot i=0$. For the second, `wave_neg` replaces $i$ by $-i$, which gives $1+i\cdot(-i)=2$ and a squared absolute value of $4$.

## Scattering factors that depend on the reflection

The factors here are constants, as for point scatterers. Atoms of finite extent and thermal motion make them functions $f_j(h)$, and the model could have been set up with such functions from the start.

Friedel's law would then follow from $f_j(-h)=\overline{f_j(h)}$ by the same termwise calculation; real factors that are even in $h$ are a special case. The converse would be lost for arbitrary functions. With atoms at $0$ and $1/4$, the choice $f_1(h)=i$ and $f_2(h)=-i\,e^{-2\pi i h/4}$ makes $F(h)=0$ for every $h$, so the law holds although $f_1(-h)=i$ differs from $\overline{f_1(h)}=-i$. These functions are chosen for the algebra and are not a model of actual atoms. The proof above uses constant factors to read the vanishing of $G$ as a linear relation between characters.
